# Fourth moments on the six-point octahedral Lebedev grid depend on orientation; the first three do not

I take the exact average over the unit sphere to be an integral over height $z$ and azimuth $\varphi$, with area element $dz\,d\varphi$, divided by $4\pi$. The grid average is the equal-weight mean over the six points $\pm e_0,\pm e_1,\pm e_2$. For a unit vector $n$, both should give $0, 1/3, 0$ for the averages of $(n\cdot r)^k$, $k=1,2,3$, where $r$ is the point being averaged over. For $k=4$ the exact value is $1/5$, but I expect the grid value to vary between $1/9$ and $1/3$ as $n$ turns. Can this be made rigorous and machine-checked, including which directions give the extremes?

## Component powers against a rotation-invariant integral

Yes. On the grid, $n\cdot r$ takes the values $\pm n_i$, so the average of its $k$-th power is $\frac16\sum_i\left[n_i^k+(-n_i)^k\right]$. This vanishes for odd $k$. It is $\frac13\sum_i n_i^2=\frac13$ for $k=2$ and $\frac13\sum_i n_i^4$ for $k=4$.

On the sphere, write $m=n_2$, $q=n_0^2+n_1^2$ and
$$n\cdot r=mz+u,\qquad u=\sqrt{1-z^2}\,(n_0\cos\varphi+n_1\sin\varphi).$$
Over one turn, $u$ and $u^3$ average to zero, $u^2$ to $q(1-z^2)/2$, and $u^4$ to $3q^2(1-z^2)^2/8$. The azimuthal averages of $(mz+u)^k$ for $k=1,\dots,4$ are therefore

- $mz$
- $m^2z^2+\tfrac12q(1-z^2)$
- $m^3z^3+\tfrac32mqz(1-z^2)$
- $m^4z^4+3m^2qz^2(1-z^2)+\tfrac38q^2(1-z^2)^2$

Averaging over $z\in[-1,1]$ removes the odd terms. The means of $z^2$, $1-z^2$, $z^4$, $z^2(1-z^2)$ and $(1-z^2)^2$ are $\frac13,\frac23,\frac15,\frac2{15},\frac8{15}$. The second moment is $(m^2+q)/3=\frac13$, and the fourth is $(m^4+2m^2q+q^2)/5=(m^2+q)^2/5=\frac15$.

For the grid's range, set $x_i=n_i^2\ge0$, so $\sum_i x_i=1$. Then
$$\sum_i x_i^2-\tfrac13=\sum_i(x_i-\tfrac13)^2\ge0,\qquad 1-\sum_i x_i^2=2(x_0x_1+x_1x_2+x_0x_2)\ge0.$$
Dividing $\sum_i x_i^2$ by 3 gives the bounds $1/9$ and $1/3$. The lower is reached only when every $x_i=1/3$, the upper only when one $x_i=1$.

Any $v$ between them is attained: put $w=\sqrt{18v-2}\in[0,2]$ and take $n=(a,b,b)$ with $a^2=(1+w)/3$, $b^2=(2-w)/6$. Then $a^2+2b^2=1$ and $(a^4+2b^4)/3=\frac19+\frac{w^2}{18}=v$.

For example, $n=(3/5,4/5,0)$ has grid second moment $\frac13\cdot\frac{9+16}{25}=\frac13$, but fourth moment $\frac13\cdot\frac{81+256}{625}=\frac{337}{1875}\approx0.180$, about 10% below $1/5$.

In Lean 4 with Mathlib:

```lean
import Mathlib

open Matrix Real

namespace OctahedralLebedevGrid

noncomputable section

/-- The equal-weight average of `f` over the six octahedral grid points. -/
def gridAvg (f : (Fin 3 → ℝ) → ℝ) : ℝ :=
  ((f ![1, 0, 0] + f ![-1, 0, 0]) + (f ![0, 1, 0] + f ![0, -1, 0])
    + (f ![0, 0, 1] + f ![0, 0, -1])) / 6

/-- The point of the unit sphere at height `z` and azimuth `φ`, for `-1 ≤ z ≤ 1`. -/
def spherePoint (z φ : ℝ) : Fin 3 → ℝ :=
  ![√(1 - z ^ 2) * Real.cos φ, √(1 - z ^ 2) * Real.sin φ, z]

/-- The average of `f` over the unit sphere, with area element `dz dφ` and total area `4π`. -/
def sphereAvg (f : (Fin 3 → ℝ) → ℝ) : ℝ :=
  (∫ z in (-1 : ℝ)..1, ∫ φ in (0 : ℝ)..2 * π, f (spherePoint z φ)) / (4 * π)

/-- The squared length of a vector in Cartesian components. -/
theorem dot_self (n : Fin 3 → ℝ) : n ⬝ᵥ n = n 0 ^ 2 + n 1 ^ 2 + n 2 ^ 2 := by
  simp only [dotProduct, Fin.sum_univ_three]
  ring

/-- The grid average of a power of the dot product with `n`, in components of `n`. -/
theorem gridAvg_pow (n : Fin 3 → ℝ) (k : ℕ) :
    gridAvg (fun r => (n ⬝ᵥ r) ^ k) =
      ((n 0 ^ k + (-n 0) ^ k) + (n 1 ^ k + (-n 1) ^ k) + (n 2 ^ k + (-n 2) ^ k)) / 6 := by
  simp [gridAvg, dotProduct, Fin.sum_univ_three]

/-- The integral over one turn of a quartic polynomial in `a cos φ + b sin φ`. -/
theorem azimuthal_integral (a b p₀ p₁ p₂ p₃ p₄ : ℝ) :
    ∫ φ in (0 : ℝ)..2 * π, (p₀ + p₁ * (a * Real.cos φ + b * Real.sin φ)
      + p₂ * (a * Real.cos φ + b * Real.sin φ) ^ 2
      + p₃ * (a * Real.cos φ + b * Real.sin φ) ^ 3
      + p₄ * (a * Real.cos φ + b * Real.sin φ) ^ 4) =
    2 * π * (p₀ + p₂ * (a ^ 2 + b ^ 2) / 2 + 3 * p₄ * (a ^ 2 + b ^ 2) ^ 2 / 8) := by
  have hG : ∀ x, HasDerivAt (fun x => a * Real.cos x + b * Real.sin x)
      (b * Real.cos x - a * Real.sin x) x := fun x =>
    (((Real.hasDerivAt_cos x).const_mul a).fun_add
      ((Real.hasDerivAt_sin x).const_mul b)).congr_deriv (by ring)
  have hH : ∀ x, HasDerivAt (fun x => b * Real.cos x - a * Real.sin x)
      (-(a * Real.cos x + b * Real.sin x)) x := fun x =>
    (((Real.hasDerivAt_cos x).const_mul b).fun_sub
      ((Real.hasDerivAt_sin x).const_mul a)).congr_deriv (by ring)
  -- the antiderivative is a linear term plus a periodic one
  have hF := fun x : ℝ =>
    (((hasDerivAt_id' x).const_mul
      (p₀ + p₂ * (a ^ 2 + b ^ 2) / 2 + 3 * p₄ * (a ^ 2 + b ^ 2) ^ 2 / 8)).fun_sub
    ((hH x).fun_mul (((((hG x).const_mul (p₂ / 2 + 3 * p₄ * (a ^ 2 + b ^ 2) / 8)).fun_add
      (((hG x).fun_mul (hG x)).const_mul (p₃ / 3))).fun_add
      ((((hG x).fun_mul (hG x)).fun_mul (hG x)).const_mul (p₄ / 4))).const_add
      (p₁ + 2 * p₃ * (a ^ 2 + b ^ 2) / 3)))).congr_deriv
    (show _ = p₀ + p₁ * (a * Real.cos x + b * Real.sin x)
      + p₂ * (a * Real.cos x + b * Real.sin x) ^ 2
      + p₃ * (a * Real.cos x + b * Real.sin x) ^ 3
      + p₄ * (a * Real.cos x + b * Real.sin x) ^ 4 by
        have e : (b * Real.cos x - a * Real.sin x) ^ 2 =
            a ^ 2 + b ^ 2 - (a * Real.cos x + b * Real.sin x) ^ 2 := by
          linear_combination (a ^ 2 + b ^ 2) * Real.sin_sq_add_cos_sq x
        linear_combination (-(p₂ / 2 + 3 * p₄ * (a ^ 2 + b ^ 2) / 8
          + 2 * p₃ / 3 * (a * Real.cos x + b * Real.sin x)
          + 3 * p₄ / 4 * (a * Real.cos x + b * Real.sin x) ^ 2)) * e)
  rw [intervalIntegral.integral_eq_sub_of_hasDerivAt (fun x _ => hF x)
    (Continuous.intervalIntegrable (by fun_prop) _ _)]
  simp only [Real.cos_two_pi, Real.sin_two_pi, Real.cos_zero, Real.sin_zero]
  ring

/-- The integral of a quartic polynomial in the height over `[-1, 1]`. -/
theorem polar_integral (A₀ A₁ A₂ A₃ A₄ : ℝ) :
    ∫ z in (-1 : ℝ)..1, (A₀ + A₁ * z + A₂ * z ^ 2 + A₃ * z ^ 3 + A₄ * z ^ 4) =
      2 * (A₀ + A₂ / 3 + A₄ / 5) := by
  have hF := fun x : ℝ =>
    ((((((hasDerivAt_id' x).const_mul A₀).fun_add
      ((hasDerivAt_pow 2 x).const_mul (A₁ / 2))).fun_add
      ((hasDerivAt_pow 3 x).const_mul (A₂ / 3))).fun_add
      ((hasDerivAt_pow 4 x).const_mul (A₃ / 4))).fun_add
      ((hasDerivAt_pow 5 x).const_mul (A₄ / 5))).congr_deriv
    (show _ = A₀ + A₁ * x + A₂ * x ^ 2 + A₃ * x ^ 3 + A₄ * x ^ 4 by
      simp only [Nat.cast_ofNat, Nat.reduceSub]
      ring)
  rw [intervalIntegral.integral_eq_sub_of_hasDerivAt (fun x _ => hF x)
    (Continuous.intervalIntegrable (by fun_prop) _ _)]
  ring

/-- The exact spherical average of a quartic polynomial in the dot product with `n`. -/
theorem sphereAvg_poly (n : Fin 3 → ℝ) (c₀ c₁ c₂ c₃ c₄ : ℝ) :
    sphereAvg (fun r => c₀ + c₁ * (n ⬝ᵥ r) + c₂ * (n ⬝ᵥ r) ^ 2 + c₃ * (n ⬝ᵥ r) ^ 3
      + c₄ * (n ⬝ᵥ r) ^ 4) = c₀ + c₂ * (n ⬝ᵥ n) / 3 + c₄ * (n ⬝ᵥ n) ^ 2 / 5 := by
  have hdot : ∀ z φ, n ⬝ᵥ spherePoint z φ = n 0 * (√(1 - z ^ 2) * Real.cos φ)
      + n 1 * (√(1 - z ^ 2) * Real.sin φ) + n 2 * z := by
    intro z φ
    simp [spherePoint, dotProduct, Fin.sum_univ_three]
  unfold sphereAvg
  rw [div_eq_iff (by positivity), dot_self]
  let q := n 0 ^ 2 + n 1 ^ 2
  let m := n 2
  refine (intervalIntegral.integral_congr fun z hz => ?_).trans ((polar_integral
    (2 * π * (c₀ + c₂ * q / 2 + 3 / 8 * c₄ * q ^ 2))
    (2 * π * (c₁ * m + 3 / 2 * c₃ * m * q))
    (2 * π * (c₂ * m ^ 2 - c₂ * q / 2 + 3 * c₄ * m ^ 2 * q - 3 / 4 * c₄ * q ^ 2))
    (2 * π * (c₃ * m ^ 3 - 3 / 2 * c₃ * m * q))
    (2 * π * (c₄ * m ^ 4 - 3 * c₄ * m ^ 2 * q + 3 / 8 * c₄ * q ^ 2))).trans ?_)
  · rw [Set.uIcc_of_le (by norm_num : (-1 : ℝ) ≤ 1)] at hz
    have hs : √(1 - z ^ 2) ^ 2 = 1 - z ^ 2 :=
      Real.sq_sqrt (by nlinarith [hz.1, hz.2])
    have hR : (√(1 - z ^ 2) * n 0) ^ 2 + (√(1 - z ^ 2) * n 1) ^ 2 =
        (1 - z ^ 2) * (n 0 ^ 2 + n 1 ^ 2) := by
      linear_combination (n 0 ^ 2 + n 1 ^ 2) * hs
    -- expand around the part of the dot product that is constant in azimuth
    refine (intervalIntegral.integral_congr fun φ _ => ?_).trans
      ((azimuthal_integral (√(1 - z ^ 2) * n 0) (√(1 - z ^ 2) * n 1)
        (c₀ + c₁ * (n 2 * z) + c₂ * (n 2 * z) ^ 2 + c₃ * (n 2 * z) ^ 3 + c₄ * (n 2 * z) ^ 4)
        (c₁ + 2 * c₂ * (n 2 * z) + 3 * c₃ * (n 2 * z) ^ 2 + 4 * c₄ * (n 2 * z) ^ 3)
        (c₂ + 3 * c₃ * (n 2 * z) + 6 * c₄ * (n 2 * z) ^ 2)
        (c₃ + 4 * c₄ * (n 2 * z)) c₄).trans ?_)
    · simp only [hdot]
      ring
    · simp only [hR, q, m]
      ring
  · simp only [q, m]
    ring

/-- For every unit vector `n`, the exact averages of the first four powers of the projection
on `n` are 0, 1/3, 0 and 1/5. -/
theorem sphere_moments (n : Fin 3 → ℝ) (hn : n ⬝ᵥ n = 1) :
    sphereAvg (fun r => (n ⬝ᵥ r) ^ 1) = 0 ∧ sphereAvg (fun r => (n ⬝ᵥ r) ^ 2) = 1 / 3 ∧
    sphereAvg (fun r => (n ⬝ᵥ r) ^ 3) = 0 ∧ sphereAvg (fun r => (n ⬝ᵥ r) ^ 4) = 1 / 5 := by
  refine ⟨?_, ?_, ?_, ?_⟩
  · simpa [hn] using sphereAvg_poly n 0 1 0 0 0
  · simpa [hn] using sphereAvg_poly n 0 0 1 0 0
  · simpa [hn] using sphereAvg_poly n 0 0 0 1 0
  · simpa [hn] using sphereAvg_poly n 0 0 0 0 1

/-- For every unit vector `n`, the six-point averages of the first three powers of the
projection are 0, 1/3, 0, and that of the fourth is a third of the sum of `n i ^ 4`. -/
theorem grid_moments (n : Fin 3 → ℝ) (hn : n ⬝ᵥ n = 1) :
    gridAvg (fun r => (n ⬝ᵥ r) ^ 1) = 0 ∧ gridAvg (fun r => (n ⬝ᵥ r) ^ 2) = 1 / 3 ∧
    gridAvg (fun r => (n ⬝ᵥ r) ^ 3) = 0 ∧
    gridAvg (fun r => (n ⬝ᵥ r) ^ 4) = (n 0 ^ 4 + n 1 ^ 4 + n 2 ^ 4) / 3 := by
  rw [dot_self] at hn
  simp only [gridAvg_pow]
  refine ⟨by ring, by linear_combination hn / 3, by ring, by ring⟩

/-- Over all unit vectors `n`, the six-point average of the fourth power of the projection
takes exactly the values from 1/9 to 1/3. -/
theorem fourth_moment_range :
    {v | ∃ n : Fin 3 → ℝ, n ⬝ᵥ n = 1 ∧ gridAvg (fun r => (n ⬝ᵥ r) ^ 4) = v} =
      Set.Icc (1 / 9 : ℝ) (1 / 3) := by
  ext v
  constructor
  · rintro ⟨n, hn, rfl⟩
    rw [(grid_moments n hn).2.2.2]
    rw [dot_self] at hn
    constructor
    · nlinarith [sq_nonneg (n 0 ^ 2 - 1 / 3), sq_nonneg (n 1 ^ 2 - 1 / 3),
        sq_nonneg (n 2 ^ 2 - 1 / 3)]
    · have hsq : (n 0 ^ 2 + n 1 ^ 2 + n 2 ^ 2) ^ 2 = 1 := by rw [hn]; norm_num
      nlinarith [sq_nonneg (n 0 * n 1), sq_nonneg (n 1 * n 2), sq_nonneg (n 0 * n 2)]
  · rintro ⟨h1, h2⟩
    -- a direction of the form (a, b, b) attains the value v
    obtain ⟨w, hw0, hw⟩ : ∃ w : ℝ, 0 ≤ w ∧ w ^ 2 = 18 * v - 2 :=
      ⟨√(18 * v - 2), Real.sqrt_nonneg _, Real.sq_sqrt (by linarith)⟩
    have hw2 : w ≤ 2 := by nlinarith
    obtain ⟨a, ha⟩ : ∃ a : ℝ, a ^ 2 = (1 + w) / 3 := ⟨_, Real.sq_sqrt (by linarith)⟩
    obtain ⟨b, hb⟩ : ∃ b : ℝ, b ^ 2 = (2 - w) / 6 := ⟨_, Real.sq_sqrt (by linarith)⟩
    have hab : ![a, b, b] ⬝ᵥ ![a, b, b] = 1 := by
      rw [dot_self]
      change a ^ 2 + b ^ 2 + b ^ 2 = 1
      linarith
    refine ⟨![a, b, b], hab, ?_⟩
    rw [(grid_moments _ hab).2.2.2]
    change (a ^ 4 + b ^ 4 + b ^ 4) / 3 = v
    have ha4 : a ^ 4 = ((1 + w) / 3) ^ 2 := by rw [← ha]; ring
    have hb4 : b ^ 4 = ((2 - w) / 6) ^ 2 := by rw [← hb]; ring
    linear_combination ha4 / 3 + 2 * hb4 / 3 + hw / 18

/-- The six-point fourth moment is 1/9 exactly when all squared components of the unit
vector `n` are 1/3, and 1/3 exactly when one squared component is 1. -/
theorem fourth_moment_extremes (n : Fin 3 → ℝ) (hn : n ⬝ᵥ n = 1) :
    (gridAvg (fun r => (n ⬝ᵥ r) ^ 4) = 1 / 9 ↔ ∀ i, n i ^ 2 = 1 / 3) ∧
    (gridAvg (fun r => (n ⬝ᵥ r) ^ 4) = 1 / 3 ↔ ∃ i, n i ^ 2 = 1) := by
  rw [(grid_moments n hn).2.2.2]
  rw [dot_self] at hn
  have p0 := sq_nonneg (n 0)
  have p1 := sq_nonneg (n 1)
  have p2 := sq_nonneg (n 2)
  refine ⟨⟨fun h i => ?_, fun h => ?_⟩, ⟨fun h => ?_, ?_⟩⟩
  · -- the squared deviations from 1/3 sum to zero
    have s : (n 0 ^ 2 - 1 / 3) ^ 2 + (n 1 ^ 2 - 1 / 3) ^ 2 + (n 2 ^ 2 - 1 / 3) ^ 2 = 0 := by
      linear_combination 3 * h - 2 / 3 * hn
    have t := Finset.single_le_sum (f := fun j => (n j ^ 2 - 1 / 3) ^ 2)
      (fun j _ => sq_nonneg _) (Finset.mem_univ i)
    simp only [Fin.sum_univ_three] at t
    have hi : (n i ^ 2 - 1 / 3) ^ 2 = 0 := le_antisymm (by linarith) (sq_nonneg _)
    have := (pow_eq_zero_iff two_ne_zero).1 hi
    linarith
  · linear_combination (n 0 ^ 2 + 1 / 3) / 3 * h 0 + (n 1 ^ 2 + 1 / 3) / 3 * h 1
      + (n 2 ^ 2 + 1 / 3) / 3 * h 2
  · -- all products of two different squared components vanish
    have s : n 0 ^ 2 * n 1 ^ 2 + n 1 ^ 2 * n 2 ^ 2 + n 0 ^ 2 * n 2 ^ 2 = 0 := by
      linear_combination (n 0 ^ 2 + n 1 ^ 2 + n 2 ^ 2 + 1) / 2 * hn - 3 / 2 * h
    have s01 : n 0 ^ 2 * n 1 ^ 2 = 0 := le_antisymm
      (by linarith [mul_nonneg p1 p2, mul_nonneg p0 p2]) (mul_nonneg p0 p1)
    have hprod : (n 0 ^ 2 - 1) * ((n 1 ^ 2 - 1) * (n 2 ^ 2 - 1)) = 0 := by
      linear_combination n 2 ^ 2 * s01 - s + hn
    rcases mul_eq_zero.1 hprod with h0 | h12
    · exact ⟨0, by linarith⟩
    · rcases mul_eq_zero.1 h12 with h1 | h2
      · exact ⟨1, by linarith⟩
      · exact ⟨2, by linarith⟩
  · rintro ⟨i, hi⟩
    fin_cases i
    · change n 0 ^ 2 = 1 at hi
      have h1 : n 1 ^ 2 = 0 := by linarith
      have h2 : n 2 ^ 2 = 0 := by linarith
      linear_combination (n 0 ^ 2 + 1) / 3 * hi + n 1 ^ 2 / 3 * h1 + n 2 ^ 2 / 3 * h2
    · change n 1 ^ 2 = 1 at hi
      have h0 : n 0 ^ 2 = 0 := by linarith
      have h2 : n 2 ^ 2 = 0 := by linarith
      linear_combination (n 1 ^ 2 + 1) / 3 * hi + n 0 ^ 2 / 3 * h0 + n 2 ^ 2 / 3 * h2
    · change n 2 ^ 2 = 1 at hi
      have h0 : n 0 ^ 2 = 0 := by linarith
      have h1 : n 1 ^ 2 = 0 := by linarith
      linear_combination (n 2 ^ 2 + 1) / 3 * hi + n 0 ^ 2 / 3 * h0 + n 1 ^ 2 / 3 * h1

end

end OctahedralLebedevGrid
```

```lean
#print axioms OctahedralLebedevGrid.sphere_moments
#print axioms OctahedralLebedevGrid.grid_moments
#print axioms OctahedralLebedevGrid.fourth_moment_range
#print axioms OctahedralLebedevGrid.fourth_moment_extremes
```

```
'OctahedralLebedevGrid.sphere_moments' depends on axioms: [propext, Classical.choice, Quot.sound]
'OctahedralLebedevGrid.grid_moments' depends on axioms: [propext, Classical.choice, Quot.sound]
'OctahedralLebedevGrid.fourth_moment_range' depends on axioms: [propext, Classical.choice, Quot.sound]
'OctahedralLebedevGrid.fourth_moment_extremes' depends on axioms: [propext, Classical.choice, Quot.sound]
```

## What the theorems say about directions and averages

A direction is `n : Fin 3 → ℝ` with `n ⬝ᵥ n = 1`; components are numbered 0, 1, 2. The grid stays fixed while `n` varies, which covers every relative orientation. `gridAvg` and `sphereAvg` are the two averages above, and `spherePoint` parametrises the sphere.

`sphere_moments` and `grid_moments` give the four moments for every unit `n`. `fourth_moment_range` is an equality of sets: the attained values are exactly the closed interval. `fourth_moment_extremes` characterises both ends by equivalences.

The spherical average is not identified with an abstract surface measure, and the integrands are powers of one projection. For density functional calculations, this models the orientation error of a coarse angular grid on a single six-point shell, without radial integration or larger grids.

## From antiderivatives to equality cases

`gridAvg_pow` evaluates the six points. `azimuthal_integral` uses $G=a\cos\varphi+b\sin\varphi$ and its derivative $H$, with $G^2+H^2=a^2+b^2$. Its antiderivative is a linear term plus $H$ times a polynomial in $G$; the periodic part cancels over one turn. `polar_integral` handles the quartic in $z$.

`sphereAvg_poly` combines them, using $z\in[-1,1]$ to simplify the squared root, and `sphere_moments` selects one coefficient at a time.

In `fourth_moment_range`, `nlinarith` receives the squares behind the two bounds, and the reverse inclusion builds $(a,b,b)$. For the extremes, a vanishing sum of squares forces each $x_i=1/3$; at the upper end, vanishing pairwise products give $(x_0-1)(x_1-1)(x_2-1)=0$, so some $x_i=1$. The converses follow by substitution.
